# Limits of the XDW dynamic weights as \(z\to0\) and \(z\to\infty\)

Take two states with energies \(E_1, E_2\), gap \(\Delta=E_1-E_2\neq0\), and matrices \(D_1, D_2\). For a real parameter \(z\), let state 1 give itself the factor \(1\) and state 2 the factor \(e^{-z\Delta^2}\). Normalising,
\[
w_{11}=\frac{1}{1+e^{-z\Delta^2}},\qquad w_{12}=\frac{e^{-z\Delta^2}}{1+e^{-z\Delta^2}} .
\]
At \(z=0\) both weights are \(1/2\), so \(w_{11}D_1+w_{12}D_2=(D_1+D_2)/2\). For \(z\to\infty\) the exponential vanishes and the mix tends to \(D_1\). With \(\Delta=0\) it stays at the mean for every \(z\).

In extended dynamically weighted CASPT2 (XDW-CASPT2), weights of this form mix state densities, so for distinct energies the two limits are the state-averaged and the state-specific density. Variants whose exponent also depends on couplings between the states are not covered; the model here has finitely many states, energies and matrices independent of \(z\), and no perturbative energies.

```lean
import Mathlib

open Filter Topology Finset

namespace XDWWeights

noncomputable section

variable {ι m : Type*} [Fintype ι]
```

The type `ι` labels the states and is finite, with \(n\) elements (`Fintype.card ι`). The type `m` labels rows and columns of the matrices, for densities the orbitals.

```lean
/-- Unnormalised dynamic weight `exp(-z (E_a - E_b)^2)` of state `b` for reference state `a`. -/
def boltz (E : ι → ℝ) (z : ℝ) (a b : ι) : ℝ := Real.exp (-z * (E a - E b) ^ 2)
```

The energies are a function `E : ι → ℝ`, with `E a` meaning \(E_a\). This defines \(\beta_{ab}(z)=e^{-z(E_a-E_b)^2}\). In Lean, energies and \(z\) are pure numbers: once a unit of energy is chosen, \(z\) is the numerical value in the inverse square of that unit.

```lean
/-- Normalisation of row `a`: the sum of the unnormalised weights over all states. -/
def rowNorm (E : ι → ℝ) (z : ℝ) (a : ι) : ℝ := ∑ b, boltz E z a b
```

The normalisation of row \(a\) is \(Z_a(z)=\sum_b\beta_{ab}(z)\), with \(b=a\) included.

```lean
/-- The XDW weight `w_ab(z)`: the unnormalised weight divided by its sum over `b`. -/
def weight (E : ι → ℝ) (z : ℝ) (a b : ι) : ℝ := boltz E z a b / rowNorm E z a
```

The weight is \(w_{ab}(z)=\beta_{ab}(z)/Z_a(z)\).

```lean
/-- The dynamically weighted matrix `∑_b w_ab(z) D_b` for reference state `a`. -/
def mix (E : ι → ℝ) (D : ι → Matrix m m ℂ) (z : ℝ) (a : ι) : Matrix m m ℂ :=
  ∑ b, weight E z a b • D b
```

The mix is \(\bar D_a(z)=\sum_b w_{ab}(z)D_b\); the dot `•` multiplies a complex matrix by a real number. The \(D_b\) are arbitrary complex square matrices, neither Hermitian nor positive by assumption.

```lean
/-- The set of states whose energy equals that of state `a`. -/
def degenerate (E : ι → ℝ) (a : ι) : Finset ι := univ.filter fun b => E b = E a
```

This is the set \(G_a=\{b: E_b=E_a\}\), whose size \(g_a\) is the degeneracy. Equality of energies is exact.

```lean
/-- The row normalisation is strictly positive for every real exponent `z`. -/
theorem rowNorm_pos (E : ι → ℝ) (z : ℝ) (a : ι) : 0 < rowNorm E z a :=
  Finset.sum_pos (fun _ _ => Real.exp_pos _) ⟨a, mem_univ a⟩
```

The claim is \(Z_a(z)>0\) for every real \(z\). Each term is an exponential, hence positive, and the sum has at least the term \(b=a\). `Finset.sum_pos` takes these two facts, the second as `⟨a, mem_univ a⟩`.

```lean
/-- For every real `z` the weights are strictly positive and each row sums to one. -/
theorem weight_pos_and_sum (E : ι → ℝ) (z : ℝ) (a : ι) :
    (∀ b, 0 < weight E z a b) ∧ ∑ b, weight E z a b = 1 := by
  refine ⟨fun b => div_pos (Real.exp_pos _) (rowNorm_pos E z a), ?_⟩
  unfold weight
  rw [← Finset.sum_div]
  exact div_self (rowNorm_pos E z a).ne'
```

For every real \(z\), negative values included, \(w_{ab}>0\) as a quotient of positive numbers (`div_pos`), and
\[
\sum_b w_{ab}=\frac{\sum_b\beta_{ab}}{Z_a}=\frac{Z_a}{Z_a}=1 .
\]
The first equality is `Finset.sum_div`, the last `div_self`.

```lean
/-- For `z ≥ 0` no state has a larger weight in row `a` than state `a` itself. -/
theorem weight_le_diag (E : ι → ℝ) {z : ℝ} (hz : 0 ≤ z) (a b : ι) :
    weight E z a b ≤ weight E z a a := by
  have h : boltz E z a b ≤ boltz E z a a := by
    unfold boltz
    apply Real.exp_le_exp.2
    have h1 := mul_nonneg hz (sq_nonneg (E a - E b))
    have h2 : -z * (E a - E a) ^ 2 = 0 := by ring
    rw [h2]
    linarith
  exact div_le_div_of_nonneg_right h (rowNorm_pos E z a).le
```

For \(z\ge0\) (hypothesis `hz`), \(w_{ab}\le w_{aa}\). By hand, \(z(E_a-E_b)^2\ge0\) (`h1`) while the diagonal exponent is \(0\) (`h2`), so \(-z(E_a-E_b)^2\le0\) and monotonicity of the exponential gives \(\beta_{ab}\le\beta_{aa}\). Dividing by \(Z_a>0\) keeps the inequality.

```lean
/-- If all matrices `D_b` have the same trace `N`, the weighted matrix has trace `N`. -/
theorem trace_mix [Fintype m] (E : ι → ℝ) (D : ι → Matrix m m ℂ) (N : ℂ)
    (hD : ∀ b, (D b).trace = N) (z : ℝ) (a : ι) : (mix E D z a).trace = N := by
  unfold mix
  rw [Matrix.trace_sum]
  simp only [Matrix.trace_smul, hD]
  rw [← Finset.sum_smul, (weight_pos_and_sum E z a).2, one_smul]
```

If \(\operatorname{tr}D_b=N\) for all \(b\), with \(N\) a complex number (for spin-summed one-particle density matrices in orthonormal orbitals, the number of electrons in those orbitals), then
\[
\operatorname{tr}\bar D_a=\sum_b w_{ab}\operatorname{tr}D_b=\Big(\sum_b w_{ab}\Big)N=N .
\]
The rewrites follow this chain: linearity of the trace, `hD`, then the row sum. This is the one theorem in which `m` is finite.

```lean
/-- As `z → 0` the weighted matrix tends to the mean of the `D_b` over all states,
for arbitrary energies. -/
theorem mix_tendsto_zero (E : ι → ℝ) (D : ι → Matrix m m ℂ) (a : ι) :
    Tendsto (fun z => mix E D z a) (𝓝 0) (𝓝 ((Fintype.card ι : ℝ)⁻¹ • ∑ b, D b)) := by
  -- the weights are continuous in z since the normalisation never vanishes
  have hb : ∀ b, Continuous fun z => boltz E z a b := fun b => by
    unfold boltz
    fun_prop
  have hZ : Continuous fun z => rowNorm E z a := by
    unfold rowNorm
    exact continuous_finsetSum _ fun b _ => hb b
  have hw : ∀ b, Tendsto (fun z => weight E z a b) (𝓝 0) (𝓝 (Fintype.card ι : ℝ)⁻¹) := by
    intro b
    have hc : Continuous fun z => weight E z a b :=
      (hb b).div hZ fun z => (rowNorm_pos E z a).ne'
    -- at z = 0 all weights are equal
    have h0 : weight E 0 a b = (Fintype.card ι : ℝ)⁻¹ := by
      simp [weight, rowNorm, boltz]
    have h := hc.tendsto 0
    rw [h0] at h
    exact h
  rw [Finset.smul_sum]
  unfold mix
  exact tendsto_finsetSum _ fun b _ => (hw b).smul_const (D b)
```

`Tendsto f (𝓝 0) (𝓝 L)` reads \(f(z)\to L\) as \(z\to0\), from both sides. For matrices the convergence is entry by entry. The statement is \(\bar D_a(z)\to\frac1n\sum_b D_b\), for arbitrary energies. By hand, each \(\beta_{ab}\) is continuous in \(z\) (`hb`), so the finite sum \(Z_a\) is too (`hZ`), and since \(Z_a\neq0\) the quotient \(w_{ab}\) is continuous (`hc`). At \(z=0\), \(\beta_{ab}=1\) and \(Z_a=n\), so \(w_{ab}(0)=1/n\) (`h0`). Therefore \(w_{ab}(z)D_b\to\frac1n D_b\), and the finitely many limits add.

The last line is a pattern worth reusing for limits of linear combinations: `tendsto_finsetSum` reduces the limit of a finite sum to one limit per term, and `smul_const` turns a limit of real coefficients into a limit of coefficient times fixed matrix, so no matrix entry is ever written.

```lean
omit [Fintype ι] in
/-- As `z → ∞` the unnormalised weight tends to one for equal energies and to zero
for different energies. -/
theorem boltz_tendsto_atTop (E : ι → ℝ) (a b : ι) :
    Tendsto (fun z => boltz E z a b) atTop (𝓝 (if E b = E a then 1 else 0)) := by
  split_ifs with h
  · have h1 : (fun z => boltz E z a b) = fun _ => (1 : ℝ) := by
      funext z
      simp [boltz, h]
    rw [h1]
    exact tendsto_const_nhds
  · -- a nonzero gap gives exponential decay in z
    have hne : E a - E b ≠ 0 := fun h0 => h (by linarith)
    have hc : 0 < (E a - E b) ^ 2 := by positivity
    have h1 : Tendsto (fun z : ℝ => z * (E a - E b) ^ 2) atTop atTop :=
      tendsto_id.atTop_mul_const hc
    have h2 := Real.tendsto_exp_neg_atTop_nhds_zero.comp h1
    refine h2.congr fun z => ?_
    simp [boltz, Function.comp]
```

`atTop` stands for \(z\to+\infty\). The limit of \(\beta_{ab}\) is \(1\) if \(E_b=E_a\) and \(0\) otherwise, and `split_ifs` opens the two cases. For equal energies \(\beta_{ab}=e^0=1\) for all \(z\). Otherwise \(c=(E_a-E_b)^2>0\) (`hc`), so \(zc\to\infty\) (`h1`), and composing with \(e^{-x}\to0\) as \(x\to\infty\) gives \(e^{-zc}\to0\) (`h2`). The final `congr` identifies \(e^{-(zc)}\) with `boltz` as defined.

```lean
/-- As `z → ∞` the weighted matrix tends to the mean of the `D_b` over the states whose
energy equals that of state `a`. -/
theorem mix_tendsto_atTop_degenerate (E : ι → ℝ) (D : ι → Matrix m m ℂ) (a : ι) :
    Tendsto (fun z => mix E D z a) atTop
      (𝓝 (((degenerate E a).card : ℝ)⁻¹ • ∑ b ∈ degenerate E a, D b)) := by
  -- the normalisation tends to the degeneracy, which is at least one
  have hZ : Tendsto (fun z => rowNorm E z a) atTop (𝓝 ((degenerate E a).card : ℝ)) := by
    have h := tendsto_finsetSum univ fun b _ => boltz_tendsto_atTop E a b
    have h1 : (∑ b, if E b = E a then (1 : ℝ) else 0) = ((degenerate E a).card : ℝ) := by
      unfold degenerate
      exact Finset.sum_boole _ _
    rw [h1] at h
    exact h
  have hmem : a ∈ degenerate E a := by simp [degenerate]
  have hg : ((degenerate E a).card : ℝ) ≠ 0 :=
    Nat.cast_ne_zero.2 (Finset.card_pos.2 ⟨a, hmem⟩).ne'
  have hw : ∀ b, Tendsto (fun z => weight E z a b) atTop
      (𝓝 ((if E b = E a then (1 : ℝ) else 0) / ((degenerate E a).card : ℝ))) :=
    fun b => (boltz_tendsto_atTop E a b).div hZ hg
  have hlim : ((degenerate E a).card : ℝ)⁻¹ • ∑ b ∈ degenerate E a, D b
      = ∑ b, ((if E b = E a then (1 : ℝ) else 0) / ((degenerate E a).card : ℝ)) • D b := by
    generalize ((degenerate E a).card : ℝ) = g
    unfold degenerate
    rw [Finset.sum_filter, Finset.smul_sum]
    refine Finset.sum_congr rfl fun b _ => ?_
    split_ifs
    · rw [one_div]
    · rw [zero_div, zero_smul, smul_zero]
  rw [hlim]
  unfold mix
  exact tendsto_finsetSum _ fun b _ => (hw b).smul_const (D b)
```

With no condition on the energies,
\[
\bar D_a(z)\to\frac1{g_a}\sum_{b\in G_a}D_b\qquad(z\to\infty).
\]
Write \(\chi_b=1\) for \(b\in G_a\) and \(\chi_b=0\) otherwise. Summing the previous limits gives \(Z_a\to\sum_b\chi_b=g_a\) (`hZ`). Since \(a\in G_a\) (`hmem`), \(g_a\neq0\) (`hg`), and the quotient rule for limits gives \(w_{ab}\to\chi_b/g_a\) (`hw`). Then \(\bar D_a\to\sum_b(\chi_b/g_a)D_b\), in which only \(b\in G_a\) contributes, each with coefficient \(1/g_a\); `hlim` is this identity, checked term by term.

```lean
/-- XDW limits: for pairwise distinct energies the weights are positive with row sums one,
and the weighted matrix tends to the mean of the `D_b` as `z → 0` and to `D_a` as `z → ∞`. -/
theorem xdw_limits (E : ι → ℝ) (hE : Function.Injective E) (D : ι → Matrix m m ℂ) (a : ι) :
    (∀ z b, 0 < weight E z a b) ∧ (∀ z, ∑ b, weight E z a b = 1) ∧
    Tendsto (fun z => mix E D z a) (𝓝 0) (𝓝 ((Fintype.card ι : ℝ)⁻¹ • ∑ b, D b)) ∧
    Tendsto (fun z => mix E D z a) atTop (𝓝 (D a)) := by
  refine ⟨fun z => (weight_pos_and_sum E z a).1, fun z => (weight_pos_and_sum E z a).2,
    mix_tendsto_zero E D a, ?_⟩
  -- distinct energies: only state a has the energy of state a
  have hd : degenerate E a = {a} := by
    ext b
    simp [degenerate, hE.eq_iff]
  have h := mix_tendsto_atTop_degenerate E D a
  rw [hd, Finset.card_singleton, Finset.sum_singleton, Nat.cast_one, inv_one, one_smul] at h
  exact h

end

end XDWWeights
```

`Function.Injective E` says that \(E_a=E_b\) implies \(a=b\), so the energies are pairwise distinct. For each state \(a\) the theorem states four things joined by `∧`: \(w_{ab}(z)>0\) for all \(z\) and \(b\); \(\sum_b w_{ab}(z)=1\) for all \(z\); \(\bar D_a(z)\to\frac1n\sum_b D_b\) as \(z\to0\); and \(\bar D_a(z)\to D_a\) as \(z\to\infty\). The first three are the earlier theorems and don't use `hE`. For the fourth, distinctness gives \(G_a=\{a\}\) (`hd`), so \(g_a=1\) and the mean over \(G_a\) is \(D_a\). For a single state both limits are the same matrix \(D_a\). The limits are taken at fixed energies and come with no rate of convergence.

```lean
#print axioms XDWWeights.weight_le_diag
#print axioms XDWWeights.trace_mix
#print axioms XDWWeights.xdw_limits
```

```
'XDWWeights.weight_le_diag' depends on axioms: [propext, Classical.choice, Quot.sound]
'XDWWeights.trace_mix' depends on axioms: [propext, Classical.choice, Quot.sound]
'XDWWeights.xdw_limits' depends on axioms: [propext, Classical.choice, Quot.sound]
```
